# A real reference state solves its super-CI problem exactly when the generalised Brillouin condition holds

## Do vanishing commutators make the reference a super-CI solution?

Let H be a real symmetric Hamiltonian matrix, ψ a real unit vector (the reference state) and Kᵢ a family of real antisymmetric matrices that generate orbital rotations. The super-CI space is the span of ψ and all the vectors Kᵢψ. These are called rotated states here, although Kᵢψ is really the derivative of the rotated vector exp(tKᵢ)ψ at t = 0. The generalised Brillouin condition says that ⟨ψ,[H,Kᵢ]ψ⟩ = 0 for every i.

I have learnt that this condition means that the reference no longer mixes with the rotated states when H is diagonalised in the super-CI space. I would like to see that as a precise equivalence, with a proof that a machine has checked. I would also like to know what happens when one of the conditions fails, and whether the condition says anything about the full H.

## Yes, because each commutator is twice a coupling

Write ⟨x,y⟩ for the real scalar product, S for the super-CI space and E₀ = ⟨ψ,Hψ⟩ for the energy of the reference. "ψ is an eigenvector of H compressed to S" means that ψ is a nonzero vector of S and that, for some number E,

⟨φ,Hψ⟩ = E⟨φ,ψ⟩ for all φ in S.

If P is the orthogonal projector onto S, this is the eigenvalue equation PHPψ = Eψ. Indeed Pψ = ψ, so ⟨φ,PHPψ⟩ = ⟨Pφ,Hψ⟩ for every φ. If the tested equation holds on S, the right-hand side is E⟨Pφ,ψ⟩ = E⟨φ,ψ⟩. Then PHPψ − Eψ is orthogonal to every vector and must vanish. Conversely, if PHPψ = Eψ and φ lies in S, then Pφ = φ and the tested equation follows.

### Orthogonality and the coupling

Let K be one of the generators. Moving K across the scalar product turns it into its transpose −K, so

⟨ψ,Kψ⟩ = −⟨Kψ,ψ⟩ = −⟨ψ,Kψ⟩,

and therefore ⟨ψ,Kψ⟩ = 0. For the commutator, the symmetry of H and the antisymmetry of K give

⟨ψ,HKψ⟩ = ⟨Hψ,Kψ⟩ = ⟨Kψ,Hψ⟩

⟨ψ,KHψ⟩ = −⟨Kψ,Hψ⟩

⟨ψ,[H,K]ψ⟩ = 2⟨Kψ,Hψ⟩.

Suppose now that ψ is a compressed eigenvector. Testing its equation with φ = Kᵢψ gives ⟨Kᵢψ,Hψ⟩ = E⟨Kᵢψ,ψ⟩ = 0, which is the Brillouin condition for i.

Suppose instead that all the conditions hold, and take E = E₀. For φ = ψ the tested equation reads E₀ = E₀. For φ = Kᵢψ both sides are zero. Both sides are linear in φ, so the equation holds on the whole span. The eigenvalue can only be E₀, as the test with φ = ψ shows.

### If a condition fails, the super-CI space contains a lower energy

Let v = Kᵢψ for an i whose condition fails, and put g = ⟨v,Hψ⟩, which is then nonzero, and a = ⟨v,Hv⟩ − E₀⟨v,v⟩. For φ = ψ + tv with t real, orthogonality gives

⟨φ,Hφ⟩ − E₀⟨φ,φ⟩ = 2tg + t²a.

Choose t = −s with s = g/(|a|+1). The right-hand side becomes

−s²(2(|a|+1) − a),

which is negative. Since ⟨φ,φ⟩ = 1 + s²⟨v,v⟩, the normalised energy changes by

⟨φ,Hφ⟩/⟨φ,φ⟩ − E₀ = −s²(2(|a|+1) − a)/(1 + s²⟨v,v⟩) < 0.

### Two levels, one rotation

The smallest case with a nontrivial rotation has two levels, numbered 0 and 1. Take ψ = (cos θ, sin θ) and let K have the rows (0, −1) and (1, 0), so that Kψ = (−sin θ, cos θ). The super-CI space is then the whole plane, and the Brillouin condition is

2H₀₁ cos 2θ + (H₁₁ − H₀₀) sin 2θ = 0,

the usual equation for the angle that diagonalises a real symmetric 2×2 matrix.

### States, rotations and compression in Lean

A state is a function `n → ℝ` on a finite index type `n`, that is, a coordinate vector in an orthonormal basis. In a many-electron application the basis would consist of determinants or configuration state functions. The scalar product is `⬝ᵥ`, and `*ᵥ` applies a matrix to a vector.

- `brillouinElement H K ψ` is ⟨ψ,[H,K]ψ⟩, with the commutator in the order HK − KH.
- `superCISpace K ψ` is the linear span of ψ and all `K i *ᵥ ψ`. The index type `ι` of the rotations is arbitrary, and the rotated states may be zero, unnormalised or linearly dependent.
- `IsCompressedEigenvector H S E ψ` is the tested eigenvalue equation, together with membership in S and ψ ≠ 0.

The main theorem, `superCI_iff_brillouin`, assumes `Hᵀ = H`, `(K i)ᵀ = -K i` for all i, and `ψ ⬝ᵥ ψ = 1`. It concludes that ψ is orthogonal to every Kᵢψ, and that some E makes ψ a compressed eigenvector if and only if every `brillouinElement` vanishes. `compressed_eigenvalue` identifies E as the energy expectation value.

`superCI_lowers_energy` states its inequality without division, as ⟨φ,Hφ⟩ < E₀⟨φ,φ⟩. This excludes φ = 0, so the normalised energy of φ lies below E₀. `compressed_iff_projector` takes as given a symmetric, idempotent matrix P whose fixed vectors are exactly those of S.

The antisymmetric matrices stand for the generators of real orbital rotations, but nothing requires them to come from one-electron operators. Complex states and infinite-dimensional spaces are not covered. Nor does the equivalence say that ψ is the lowest root in S, or that an optimised wavefunction exists. The derivative of the energy along exp(tKᵢ)ψ at t = 0 is also ⟨ψ,[H,Kᵢ]ψ⟩, which links the condition to orbital optimisation, although this derivative is not formalised here.

For multiconfigurational calculations in a finite real basis, the result says that a reference satisfying the Brillouin condition has zero Hamiltonian coupling to every Kᵢψ and already solves the super-CI eigenvalue problem.

```lean
import Mathlib

open Matrix

namespace SuperCI

variable {n ι : Type*} [Fintype n]

/-- The expectation value of the commutator of `H` with an orbital-rotation generator `K`
in the state `ψ`. -/
def brillouinElement (H K : Matrix n n ℝ) (ψ : n → ℝ) : ℝ :=
  ψ ⬝ᵥ ((H * K - K * H) *ᵥ ψ)

/-- The super-CI space: the span of the reference `ψ` and the rotated states `K i ψ`. -/
def superCISpace (K : ι → Matrix n n ℝ) (ψ : n → ℝ) : Submodule ℝ (n → ℝ) :=
  Submodule.span ℝ (insert ψ (Set.range fun i => K i *ᵥ ψ))

/-- `ψ` is a nonzero vector of `S` that solves the eigenvalue equation of `H` with
eigenvalue `E` when tested against all vectors of `S`. -/
def IsCompressedEigenvector (H : Matrix n n ℝ) (S : Submodule ℝ (n → ℝ)) (E : ℝ)
    (ψ : n → ℝ) : Prop :=
  ψ ∈ S ∧ ψ ≠ 0 ∧ ∀ φ ∈ S, φ ⬝ᵥ (H *ᵥ ψ) = E * (φ ⬝ᵥ ψ)

/-- A real matrix moves to the other side of the scalar product as its transpose. -/
theorem dot_transpose (A : Matrix n n ℝ) (x y : n → ℝ) :
    x ⬝ᵥ (A *ᵥ y) = (Aᵀ *ᵥ x) ⬝ᵥ y := by
  rw [Matrix.dotProduct_mulVec, Matrix.mulVec_transpose]

/-- For an orthogonal projector `P` onto `S`, the compressed eigenvectors are the nonzero
vectors of `S` that are eigenvectors of `P H P`. -/
theorem compressed_iff_projector {H P : Matrix n n ℝ} {S : Submodule ℝ (n → ℝ)}
    (hP : Pᵀ = P) (hPP : P * P = P) (hS : ∀ φ, φ ∈ S ↔ P *ᵥ φ = φ) (E : ℝ) (ψ : n → ℝ) :
    IsCompressedEigenvector H S E ψ ↔
      ψ ∈ S ∧ ψ ≠ 0 ∧ (P * H * P) *ᵥ ψ = E • ψ := by
  refine and_congr_right fun hmem => and_congr_right fun _ => ?_
  have hPψ : P *ᵥ ψ = ψ := (hS ψ).1 hmem
  have key : ∀ φ, φ ⬝ᵥ ((P * H * P) *ᵥ ψ) = (P *ᵥ φ) ⬝ᵥ (H *ᵥ ψ) := by
    intro φ
    rw [← Matrix.mulVec_mulVec, hPψ, ← Matrix.mulVec_mulVec, dot_transpose P, hP]
  constructor
  · intro h
    -- the residual is orthogonal to every vector, hence to itself
    have h0 : ∀ φ, φ ⬝ᵥ ((P * H * P) *ᵥ ψ - E • ψ) = 0 := by
      intro φ
      have h1 : (P *ᵥ φ) ⬝ᵥ ψ = φ ⬝ᵥ ψ := by
        have h2 := dot_transpose P φ ψ
        rw [hP, hPψ] at h2
        exact h2.symm
      have h3 : P *ᵥ φ ∈ S := (hS _).2 (by rw [Matrix.mulVec_mulVec, hPP])
      rw [dotProduct_sub, key, h _ h3, h1, dotProduct_smul, smul_eq_mul, sub_self]
    exact sub_eq_zero.1 (dotProduct_self_eq_zero.1 (h0 _))
  · intro he φ hφ
    have h := key φ
    rw [he, (hS φ).1 hφ, dotProduct_smul, smul_eq_mul] at h
    exact h.symm

/-- A real antisymmetric generator rotates a state into a direction orthogonal to it. -/
theorem rotation_orthogonal {K : Matrix n n ℝ} (hK : Kᵀ = -K) (ψ : n → ℝ) :
    ψ ⬝ᵥ (K *ᵥ ψ) = 0 := by
  have h := dot_transpose K ψ ψ
  rw [hK, Matrix.neg_mulVec, neg_dotProduct, dotProduct_comm (K *ᵥ ψ) ψ] at h
  linarith

/-- The commutator expectation value is twice the Hamiltonian coupling between `K ψ`
and `ψ`. -/
theorem brillouinElement_eq {H K : Matrix n n ℝ} (hH : Hᵀ = H) (hK : Kᵀ = -K)
    (ψ : n → ℝ) : brillouinElement H K ψ = 2 * ((K *ᵥ ψ) ⬝ᵥ (H *ᵥ ψ)) := by
  unfold brillouinElement
  rw [Matrix.sub_mulVec, dotProduct_sub, ← Matrix.mulVec_mulVec, ← Matrix.mulVec_mulVec,
    dot_transpose H ψ (K *ᵥ ψ), hH, dot_transpose K ψ (H *ᵥ ψ), hK, Matrix.neg_mulVec,
    neg_dotProduct, dotProduct_comm (H *ᵥ ψ) (K *ᵥ ψ)]
  ring

/-- The eigenvalue belonging to a normalised compressed eigenvector is its energy
expectation value. -/
theorem compressed_eigenvalue {H : Matrix n n ℝ} {S : Submodule ℝ (n → ℝ)} {E : ℝ}
    {ψ : n → ℝ} (hψ : ψ ⬝ᵥ ψ = 1) (h : IsCompressedEigenvector H S E ψ) :
    E = ψ ⬝ᵥ (H *ᵥ ψ) := by
  rw [h.2.2 ψ h.1, hψ, mul_one]

/-- Super-CI form of the generalised Brillouin condition: the reference is orthogonal to all
rotated states, and it is an eigenvector of `H` compressed to the super-CI space exactly when
all commutator expectation values vanish. -/
theorem superCI_iff_brillouin {H : Matrix n n ℝ} {K : ι → Matrix n n ℝ} {ψ : n → ℝ}
    (hH : Hᵀ = H) (hK : ∀ i, (K i)ᵀ = -K i) (hψ : ψ ⬝ᵥ ψ = 1) :
    (∀ i, ψ ⬝ᵥ (K i *ᵥ ψ) = 0) ∧
      ((∃ E, IsCompressedEigenvector H (superCISpace K ψ) E ψ) ↔
        ∀ i, brillouinElement H (K i) ψ = 0) := by
  refine ⟨fun i => rotation_orthogonal (hK i) ψ, ?_, ?_⟩
  · -- test the projected equation with the rotated state
    rintro ⟨E, -, -, h⟩ i
    have hi : K i *ᵥ ψ ∈ superCISpace K ψ :=
      Submodule.subset_span (Set.mem_insert_of_mem _ ⟨i, rfl⟩)
    rw [brillouinElement_eq hH (hK i), h _ hi, dotProduct_comm (K i *ᵥ ψ) ψ,
      rotation_orthogonal (hK i), mul_zero, mul_zero]
  · intro hB
    refine ⟨ψ ⬝ᵥ (H *ᵥ ψ), Submodule.subset_span (Set.mem_insert _ _), ?_, ?_⟩
    · intro h0
      rw [h0, zero_dotProduct] at hψ
      exact zero_ne_one hψ
    · -- check the spanning vectors, then extend linearly to the span
      intro φ hφ
      unfold superCISpace at hφ
      induction hφ using Submodule.span_induction with
      | mem x hx =>
        rcases hx with h | ⟨i, hi⟩
        · rw [h, hψ, mul_one]
        · have hx' : x = K i *ᵥ ψ := hi.symm
          have h1 : (K i *ᵥ ψ) ⬝ᵥ (H *ᵥ ψ) = 0 := by
            have h2 := brillouinElement_eq hH (hK i) ψ
            have h3 := hB i
            linarith
          rw [hx', h1, dotProduct_comm (K i *ᵥ ψ) ψ, rotation_orthogonal (hK i), mul_zero]
      | zero => simp only [zero_dotProduct, mul_zero]
      | add x y _ _ hx hy =>
        rw [add_dotProduct, add_dotProduct, hx, hy]
        ring
      | smul a x _ hx =>
        rw [smul_dotProduct, smul_dotProduct, hx, smul_eq_mul, smul_eq_mul]
        ring

/-- For `φ = ψ + t v`, with `ψ` normalised and `v` orthogonal to `ψ`, the difference between `⟨φ, H
φ⟩` and `⟨ψ, H ψ⟩ ⟨φ, φ⟩` is an exact quadratic polynomial in `t`. -/
theorem energy_expansion {H : Matrix n n ℝ} {ψ v : n → ℝ} (hH : Hᵀ = H)
    (hψ : ψ ⬝ᵥ ψ = 1) (hv : ψ ⬝ᵥ v = 0) (t : ℝ) :
    (ψ + t • v) ⬝ᵥ (H *ᵥ (ψ + t • v))
        - (ψ ⬝ᵥ (H *ᵥ ψ)) * ((ψ + t • v) ⬝ᵥ (ψ + t • v))
      = 2 * t * (v ⬝ᵥ (H *ᵥ ψ))
        + t ^ 2 * (v ⬝ᵥ (H *ᵥ v) - (ψ ⬝ᵥ (H *ᵥ ψ)) * (v ⬝ᵥ v)) := by
  have hs : ψ ⬝ᵥ (H *ᵥ v) = v ⬝ᵥ (H *ᵥ ψ) := by
    rw [dot_transpose H ψ v, hH, dotProduct_comm]
  have hv' : v ⬝ᵥ ψ = 0 := by rw [dotProduct_comm, hv]
  simp only [Matrix.mulVec_add, Matrix.mulVec_smul, add_dotProduct, dotProduct_add,
    smul_dotProduct, dotProduct_smul, smul_eq_mul]
  linear_combination t * hs - (ψ ⬝ᵥ (H *ᵥ ψ)) * hψ - (ψ ⬝ᵥ (H *ᵥ ψ)) * t * hv
    - (ψ ⬝ᵥ (H *ᵥ ψ)) * t * hv'

/-- If one commutator expectation value is nonzero, the super-CI space contains a state whose
energy lies below that of the reference. -/
theorem superCI_lowers_energy {H : Matrix n n ℝ} {K : ι → Matrix n n ℝ} {ψ : n → ℝ}
    (hH : Hᵀ = H) (hψ : ψ ⬝ᵥ ψ = 1) {i : ι} (hK : (K i)ᵀ = -K i)
    (hB : brillouinElement H (K i) ψ ≠ 0) :
    ∃ φ ∈ superCISpace K ψ, φ ⬝ᵥ (H *ᵥ φ) < (ψ ⬝ᵥ (H *ᵥ ψ)) * (φ ⬝ᵥ φ) := by
  have hexp := energy_expansion hH hψ (rotation_orthogonal hK ψ)
  rw [brillouinElement_eq hH hK] at hB
  generalize (K i *ᵥ ψ) ⬝ᵥ (H *ᵥ ψ) = g at hexp hB
  generalize (K i *ᵥ ψ) ⬝ᵥ (H *ᵥ (K i *ᵥ ψ))
    - (ψ ⬝ᵥ (H *ᵥ ψ)) * ((K i *ᵥ ψ) ⬝ᵥ (K i *ᵥ ψ)) = a at hexp
  -- a step against the gradient, damped by the curvature
  have hm : 0 < |a| + 1 := by positivity
  obtain ⟨s, hs⟩ : ∃ s, g = s * (|a| + 1) :=
    ⟨g / (|a| + 1), (div_mul_cancel₀ g hm.ne').symm⟩
  have hs0 : s ≠ 0 := by
    intro h
    apply hB
    rw [hs, h, zero_mul, mul_zero]
  have hs2 : 0 < s ^ 2 := by positivity
  have ha : 0 < 2 * (|a| + 1) - a := by linarith [le_abs_self a, abs_nonneg a]
  have hneg : 2 * (-s) * g + (-s) ^ 2 * a = -(s ^ 2 * (2 * (|a| + 1) - a)) := by
    linear_combination (-2 * s) * hs
  refine ⟨ψ + (-s) • (K i *ᵥ ψ), ?_, ?_⟩
  · exact Submodule.add_mem _ (Submodule.subset_span (Set.mem_insert _ _))
      (Submodule.smul_mem _ _ (Submodule.subset_span (Set.mem_insert_of_mem _ ⟨i, rfl⟩)))
  · have h1 := hexp (-s)
    have h2 := mul_pos hs2 ha
    linarith

/-- A three-level Hamiltonian coupling the first and third levels. -/
def threeLevelH : Matrix (Fin 3) (Fin 3) ℝ := !![0, 0, 1; 0, 0, 0; 1, 0, 0]

/-- The generator of rotations between the first and second levels. -/
def threeLevelK : Matrix (Fin 3) (Fin 3) ℝ := !![0, -1, 0; 1, 0, 0; 0, 0, 0]

/-- The first level as reference state. -/
def threeLevelRef : Fin 3 → ℝ := ![1, 0, 0]

/-- In the three-level model the Brillouin condition holds for a rotation that moves the
reference, yet the reference is not an eigenvector of the full Hamiltonian. -/
theorem superCI_witness :
    threeLevelHᵀ = threeLevelH ∧ threeLevelKᵀ = -threeLevelK ∧
      threeLevelRef ⬝ᵥ threeLevelRef = 1 ∧ threeLevelK *ᵥ threeLevelRef ≠ 0 ∧
      brillouinElement threeLevelH threeLevelK threeLevelRef = 0 ∧
      ∀ E : ℝ, threeLevelH *ᵥ threeLevelRef ≠ E • threeLevelRef := by
  have hH : threeLevelHᵀ = threeLevelH := by
    ext i j
    fin_cases i <;> fin_cases j <;> simp [threeLevelH]
  have hK : threeLevelKᵀ = -threeLevelK := by
    ext i j
    fin_cases i <;> fin_cases j <;> simp [threeLevelK]
  refine ⟨hH, hK, ?_, ?_, ?_, ?_⟩
  · simp [threeLevelRef, dotProduct, Fin.sum_univ_three]
  · intro h
    have h1 := congrFun h 1
    simp [threeLevelK, threeLevelRef, Matrix.mulVec, dotProduct, Fin.sum_univ_three] at h1
  · rw [brillouinElement_eq hH hK]
    simp [threeLevelH, threeLevelK, threeLevelRef, Matrix.mulVec, dotProduct,
      Fin.sum_univ_three]
  · intro E h
    have h2 := congrFun h 2
    simp [threeLevelH, threeLevelRef, Matrix.mulVec, dotProduct, Fin.sum_univ_three] at h2

end SuperCI
```

```lean
#print axioms SuperCI.compressed_iff_projector
#print axioms SuperCI.compressed_eigenvalue
#print axioms SuperCI.superCI_iff_brillouin
#print axioms SuperCI.superCI_lowers_energy
```

```
'SuperCI.compressed_iff_projector' depends on axioms: [propext, Classical.choice, Quot.sound]
'SuperCI.compressed_eigenvalue' depends on axioms: [propext, Classical.choice, Quot.sound]
'SuperCI.superCI_iff_brillouin' depends on axioms: [propext, Classical.choice, Quot.sound]
'SuperCI.superCI_lowers_energy' depends on axioms: [propext, Classical.choice, Quot.sound]
```

### Moving matrices across the scalar product

`dot_transpose` is the rule ⟨x,Ay⟩ = ⟨Aᵀx,y⟩, on which the other algebra rests. In `rotation_orthogonal` it yields the statement that ⟨ψ,Kψ⟩ equals its own negative, and `linarith` concludes that it is zero. `brillouinElement_eq` expands the commutator, applies the rule once to H and once to K, and lets `ring` add the two equal couplings.

`compressed_iff_projector` follows the projector argument above. Its local statement `key` is ⟨φ,PHPψ⟩ = ⟨Pφ,Hψ⟩. In the forward direction, `h0` says that the residual PHPψ − Eψ is orthogonal to every vector. Taking the residual itself as the test vector gives it zero norm, and `dotProduct_self_eq_zero` turns that into the eigenvalue equation.

### From the spanning vectors to the whole span

In `superCI_iff_brillouin`, the forward direction places Kᵢψ in the span and uses it as the test vector. The reverse direction supplies E₀ as the eigenvalue and derives ψ ≠ 0 from the normalisation. `Submodule.span_induction` then carries out the linearity argument. Its `mem` case checks ψ and the rotated states, and the cases `zero`, `add` and `smul` extend the equation to all linear combinations.

### The step that lowers the energy

`energy_expansion` proves the quadratic formula for any v orthogonal to ψ. After the products are expanded, `linear_combination` uses the symmetry of H, the normalisation and the orthogonality to match the two sides.

In `superCI_lowers_energy`, `generalize` replaces the coupling and the curvature by the numbers `g` and `a`. The proof then obtains `s` with g = s(|a|+1), shows that it is nonzero, and rewrites 2tg + t²a at t = −s as the negative expression found above. Membership of φ in the super-CI space follows because φ is a linear combination of ψ and Kᵢψ.

### A reference that the full Hamiltonian still moves

The compressed equation is weaker than the full one, as `superCI_witness` shows. Let e₀, e₁, e₂ be the unit vectors of three levels, numbered as in `Fin 3`. The reference is e₀, the rotation gives Ke₀ = e₁, and the Hamiltonian couples only levels 0 and 2, so He₀ = e₂. The coupling ⟨e₁,He₀⟩ is zero and the Brillouin condition holds. By the main theorem, applied to this single rotation, e₀ is a compressed eigenvector, and its eigenvalue is 0. It is not an eigenvector of H, because component 2 of He₀ is 1 while that of Ee₀ is 0 for every E.

The Lean proof checks the two matrix symmetries entry by entry with `fin_cases`. It reads off component 1 to show that the rotation moves the reference, and component 2 to exclude the full eigenvalue equation.
